# Nodes of three real bands carry charges in \(\{\pm1,\pm i,\pm j,\pm k\}\), and braiding can flip the sign of a pair's total charge

Consider a two-dimensional crystal model with three bands whose Bloch states can be chosen real. Two bands may touch at isolated points of the momentum plane, called nodes. Around a closed loop that avoids every node, the three states form an orthonormal frame that turns continuously, and at the end each state has returned to itself up to sign. If two nodes are brought together, can they annihilate, and does the answer depend on the path they took?

Write the initial frame as the quaternion units \(i, j, k\). A unit quaternion \(q\), with conjugate \(q^*\), rotates a vector \(v\) to \(R_q(v) = q v q^*\). Each rotation comes from exactly two unit quaternions, \(q\) and \(-q\), and continuity selects one of them at every step, so the turning frame is followed by a unique continuous path of unit quaternions starting at \(1\). Its endpoint \(q\) is the lifted frame holonomy, and it serves as the charge enclosed by the loop.

Two physical inputs are assumed, for loops that all start and end at one fixed base point. The charge of two nodes together is the product of their charges, because the loop around both is one loop followed by the other. Carrying a node of charge \(q\) once around a node of charge \(p\) changes \(q\) to \(p q p^*\). A loop dragged along with the node keeps the charge \(q\), but it differs from the loop drawn as before the move by a circuit around \(p\), made first and undone at the end.

## Eight possible charges

Let \(q = a + b i + c j + d k\) with \(a^2+b^2+c^2+d^2 = 1\), and suppose \(R_q\) sends each of \(i, j, k\) to plus or minus itself. Multiplying out, the \(i\)-component of \(R_q(i)\) and the \(j\)-component of \(R_q(j)\) are

\[
a^2+b^2-c^2-d^2 = \pm1, \qquad a^2+c^2-b^2-d^2 = \pm1 .
\]

Compare each with the unit norm. In the first equation, \(+1\) forces \(c=d=0\) and \(-1\) forces \(a=b=0\). In the second, \(+1\) forces \(b=d=0\) and \(-1\) forces \(a=c=0\). The sign pairs \((+,+)\), \((+,-)\), \((-,+)\), \((-,-)\) therefore leave only \(a\), \(b\), \(c\), \(d\) respectively. The survivor has square \(1\), so \(q\) is one of \(\pm1, \pm i, \pm j, \pm k\).

Conversely, \(\pm1\) fixes every axis, while \(\pm i\) fixes \(i\) and reverses \(j\) and \(k\), and similarly for \(\pm j\) and \(\pm k\). All eight therefore qualify.

## The charge of a braided pair

Let \(p\) and \(q\) be two such charges. Since \(q\) is, up to sign, either \(1\) or an axis, \(p q p^* = \pm q\). Take a pair with charges \(q\) and \(q^*\), whose product is \(1\), and carry the second node around \(p\). The product becomes

\[
q\,(p q^* p^*) = q\,(p q p^*)^* = \pm q q^* = \pm 1 .
\]

If \(pq = qp\), then \(p q p^* = q p p^* = q\), and the sign is plus. If \(pq \neq qp\), the sign must be minus, because \(p q p^* = q\), multiplied on the right by \(p\), would give \(pq = qp\).

For \(q = i\) and \(p = j\), we have \(j(-i)j^* = i\), so the product changes from \(i(-i) = 1\) to \(i \cdot i = -1\). With \(k\) assigned to the middle band, a node from which two neighbouring bands separate linearly in every direction has charge \(\pm i\) in one of the two gaps and \(\pm j\) in the other. Had the pair annihilated, a loop around its former position could shrink to a point and would have charge \(1\); the value \(-1\) excludes this. In a three-band model with real states, then, whether two nodes can annihilate may depend on the path along which they are brought together.

## Quaternions, axes and holonomies in Lean

The type `ℍ[ℝ]` is that of the real quaternions, with components `re`, `imI`, `imJ`, `imK`, which are \(a, b, c, d\) above.

```lean
import Mathlib

open scoped Quaternion

namespace QuaternionNodeCharges

noncomputable section
```

The three axes are given by their components.

```lean
/-- The quaternion unit `i`, the first axis of the frame. -/
def qi : ℍ[ℝ] := ⟨0, 1, 0, 0⟩

/-- The quaternion unit `j`, the second axis of the frame. -/
def qj : ℍ[ℝ] := ⟨0, 0, 1, 0⟩

/-- The quaternion unit `k`, the third axis of the frame. -/
def qk : ℍ[ℝ] := ⟨0, 0, 0, 1⟩
```

The next lemmas let the simplifier read those components off.

```lean
/-- The components of the unit `i`. -/
@[simp] theorem qi_components : qi.re = 0 ∧ qi.imI = 1 ∧ qi.imJ = 0 ∧ qi.imK = 0 :=
  ⟨rfl, rfl, rfl, rfl⟩

/-- The components of the unit `j`. -/
@[simp] theorem qj_components : qj.re = 0 ∧ qj.imI = 0 ∧ qj.imJ = 1 ∧ qj.imK = 0 :=
  ⟨rfl, rfl, rfl, rfl⟩

/-- The components of the unit `k`. -/
@[simp] theorem qk_components : qk.re = 0 ∧ qk.imI = 0 ∧ qk.imJ = 0 ∧ qk.imK = 1 :=
  ⟨rfl, rfl, rfl, rfl⟩
```

The conjugate \(q^*\) is `star q`. One function serves both for rotating axes and for conjugating charges.

```lean
/-- The action `v ↦ q v q*` of a quaternion `q`; for unit `q` it rotates the frame axes,
and it also conjugates charges. -/
def rotate (q v : ℍ[ℝ]) : ℍ[ℝ] := q * v * star q
```

A holonomy is described by its endpoint alone: `Quaternion.normSq q = 1` states the unit norm, and three conditions return the axes up to sign. The Hamiltonian, the loop and the continuous lift do not appear, so nothing here determines which charges a given material realises.

```lean
/-- A lifted frame holonomy: a unit quaternion whose rotation returns each of the three
frame axes up to sign. -/
structure IsFrameHolonomy (q : ℍ[ℝ]) : Prop where
  unit : Quaternion.normSq q = 1
  axis_i : rotate q qi = qi ∨ rotate q qi = -qi
  axis_j : rotate q qj = qj ∨ rotate q qj = -qj
  axis_k : rotate q qk = qk ∨ rotate q qk = -qk
```

The set of candidates includes `1`, the charge of a loop enclosing no node.

```lean
/-- The eight quaternions `±1, ±i, ±j, ±k`. -/
def nodeCharges : Set ℍ[ℝ] := {1, -1, qi, -qi, qj, -qj, qk, -qk}
```

## The classification

These two lemmas are the diagonal entries computed above.

```lean
/-- The component along `i` of the rotated axis `i`, in terms of the components of `q`. -/
theorem rotate_qi_imI (q : ℍ[ℝ]) :
    (rotate q qi).imI = q.re ^ 2 + q.imI ^ 2 - q.imJ ^ 2 - q.imK ^ 2 := by
  simp [rotate]
  ring

/-- The component along `j` of the rotated axis `j`, in terms of the components of `q`. -/
theorem rotate_qj_imJ (q : ℍ[ℝ]) :
    (rotate q qj).imJ = q.re ^ 2 + q.imJ ^ 2 - q.imI ^ 2 - q.imK ^ 2 := by
  simp [rotate]
  ring
```

The theorem is an equivalence. In the forward direction, `hi` and `hj` say that the two entries are \(\pm1\). The auxiliary fact `z` says that a vanishing sum of two squares has vanishing terms, and `pm` that a real number with square \(1\) is \(\pm1\). The four cases follow the four sign pairs, in the same order. The condition on \(k\) is used nowhere in this direction. The converse checks the eight candidates by components.

```lean
/-- A quaternion is a lifted frame holonomy exactly when it is one of
`±1, ±i, ±j, ±k`. -/
theorem isFrameHolonomy_iff (q : ℍ[ℝ]) : IsFrameHolonomy q ↔ q ∈ nodeCharges := by
  simp only [nodeCharges, Set.mem_insert_iff, Set.mem_singleton_iff]
  constructor
  · intro h
    have hn := h.unit
    rw [Quaternion.normSq_def'] at hn
    have hi : (rotate q qi).imI = 1 ∨ (rotate q qi).imI = -1 := by
      rcases h.axis_i with e | e <;> rw [e] <;> simp
    have hj : (rotate q qj).imJ = 1 ∨ (rotate q qj).imJ = -1 := by
      rcases h.axis_j with e | e <;> rw [e] <;> simp
    rw [rotate_qi_imI] at hi
    rw [rotate_qj_imJ] at hj
    have z : ∀ x y : ℝ, x ^ 2 + y ^ 2 = 0 → x = 0 ∧ y = 0 := fun x y e =>
      ⟨pow_eq_zero_iff two_ne_zero |>.mp (by nlinarith [sq_nonneg x, sq_nonneg y]),
        pow_eq_zero_iff two_ne_zero |>.mp (by nlinarith [sq_nonneg x, sq_nonneg y])⟩
    have pm : ∀ x : ℝ, x ^ 2 = 1 → x = 1 ∨ x = -1 := by
      intro x hx
      have e : (x - 1) * (x + 1) = 0 := by linear_combination hx
      rcases mul_eq_zero.mp e with e | e
      · left; linarith
      · right; linarith
    -- each axis condition removes two of the four components
    rcases hi with hi | hi <;> rcases hj with hj | hj
    · obtain ⟨hc, hd⟩ := z q.imJ q.imK (by linarith)
      obtain ⟨hb, -⟩ := z q.imI q.imK (by linarith)
      rcases pm q.re (by rw [hb, hc, hd] at hn; linarith) with ha | ha <;>
        norm_num [Quaternion.ext_iff, ha, hb, hc, hd]
    · obtain ⟨hc, hd⟩ := z q.imJ q.imK (by linarith)
      obtain ⟨ha, -⟩ := z q.re q.imJ (by linarith)
      rcases pm q.imI (by rw [ha, hc, hd] at hn; linarith) with hb | hb <;>
        norm_num [Quaternion.ext_iff, ha, hb, hc, hd]
    · obtain ⟨ha, hb⟩ := z q.re q.imI (by linarith)
      obtain ⟨-, hd⟩ := z q.imI q.imK (by linarith)
      rcases pm q.imJ (by rw [ha, hb, hd] at hn; linarith) with hc | hc <;>
        norm_num [Quaternion.ext_iff, ha, hb, hc, hd]
    · obtain ⟨ha, hb⟩ := z q.re q.imI (by linarith)
      obtain ⟨-, hc⟩ := z q.re q.imJ (by linarith)
      rcases pm q.imK (by rw [ha, hb, hc] at hn; linarith) with hd | hd <;>
        norm_num [Quaternion.ext_iff, ha, hb, hc, hd]
  · -- the eight candidates are checked one by one
    rintro (rfl | rfl | rfl | rfl | rfl | rfl | rfl | rfl) <;> constructor <;>
      norm_num [rotate, Quaternion.normSq_def', Quaternion.ext_iff]
```

## Products and conjugation

Holonomies are closed under multiplication, as the charge of a combined loop requires. The proof uses \(R_{pq}(v) = R_p(R_q(v))\), called `comp`, together with the multiplicativity of the norm.

```lean
/-- The product of two lifted frame holonomies is again a lifted frame holonomy. -/
theorem IsFrameHolonomy.mul {p q : ℍ[ℝ]} (hp : IsFrameHolonomy p)
    (hq : IsFrameHolonomy q) : IsFrameHolonomy (p * q) := by
  have comp : ∀ v, rotate (p * q) v = rotate p (rotate q v) := by
    intro v
    simp [rotate, mul_assoc]
  have neg : ∀ v, rotate p (-v) = -rotate p v := by
    intro v
    simp [rotate]
  -- two successive sign changes of an axis combine to a sign
  have step : ∀ v, (rotate p v = v ∨ rotate p v = -v) →
      (rotate q v = v ∨ rotate q v = -v) →
      (rotate (p * q) v = v ∨ rotate (p * q) v = -v) := by
    intro v h1 h2
    rw [comp]
    rcases h2 with h2 | h2 <;> rcases h1 with h1 | h1 <;> simp [h2, neg, h1]
  exact ⟨by rw [map_mul, hp.unit, hq.unit, one_mul], step _ hp.axis_i hq.axis_i,
    step _ hp.axis_j hq.axis_j, step _ hp.axis_k hq.axis_k⟩
```

The relation \(p q p^* = \pm q\) comes from running through the eight values of \(q\). The value \(1\) is fixed, the axes are covered by the hypotheses on \(p\), and `neg` handles the opposite signs.

```lean
/-- Conjugating one node charge by another returns it up to sign. -/
theorem rotate_charge {p q : ℍ[ℝ]} (hp : IsFrameHolonomy p) (hq : IsFrameHolonomy q) :
    rotate p q = q ∨ rotate p q = -q := by
  have one : rotate p 1 = 1 := by
    rw [rotate, mul_one, Quaternion.self_mul_star, hp.unit]
    simp
  have neg : ∀ v, (rotate p v = v ∨ rotate p v = -v) →
      (rotate p (-v) = -v ∨ rotate p (-v) = - -v) := by
    intro v h
    have e : rotate p (-v) = -rotate p v := by simp [rotate]
    rw [e]
    rcases h with h | h
    · left; rw [h]
    · right; rw [h]
  have hmem := (isFrameHolonomy_iff q).mp hq
  simp only [nodeCharges, Set.mem_insert_iff, Set.mem_singleton_iff] at hmem
  rcases hmem with rfl | rfl | rfl | rfl | rfl | rfl | rfl | rfl
  · exact Or.inl one
  · exact neg _ (Or.inl one)
  · exact hp.axis_i
  · exact neg _ hp.axis_i
  · exact hp.axis_j
  · exact neg _ hp.axis_j
  · exact hp.axis_k
  · exact neg _ hp.axis_k
```

The braiding rule holds for every pair of charges. Here `hs` is the identity \(p q^* p^* = (p q p^*)^*\), and the `calc` block is the argument that an unchanged charge would commute with \(p\).

```lean
/-- Take a pair of nodes with mutually inverse charges `q` and `q*`, and conjugate the second by a
node charge `p`. The product of the pair is then `1` if `p` and `q` commute, and `-1` if they do
not. -/
theorem braided_pair {p q : ℍ[ℝ]} (hp : IsFrameHolonomy p) (hq : IsFrameHolonomy q) :
    (p * q = q * p → q * rotate p (star q) = 1) ∧
      (p * q ≠ q * p → q * rotate p (star q) = -1) := by
  have hpp : p * star p = 1 := by
    rw [Quaternion.self_mul_star, hp.unit]
    simp
  have hpp' : star p * p = 1 := by
    rw [Quaternion.star_mul_self, hp.unit]
    simp
  have hqq : q * star q = 1 := by
    rw [Quaternion.self_mul_star, hq.unit]
    simp
  have hs : rotate p (star q) = star (rotate p q) := by simp [rotate, mul_assoc]
  constructor
  · intro hc
    have e : rotate p q = q := by rw [rotate, hc, mul_assoc, hpp, mul_one]
    rw [hs, e, hqq]
  · intro hc
    rcases rotate_charge hp hq with e | e
    · -- an unchanged charge would commute with `p`
      refine absurd ?_ hc
      calc p * q = p * q * (star p * p) := by rw [hpp', mul_one]
        _ = rotate p q * p := by rw [rotate, mul_assoc (p * q)]
        _ = q * p := by rw [e]
    · rw [hs, e, star_neg, mul_neg, hqq]
```

The example with \(i\) and \(j\) is verified directly by components. Its last clause records that \(-1\) and \(1\) are different quaternions, which is what the obstruction rests on.

```lean
/-- The charges `i` and `-i` have product `1`; after the second is conjugated by `j` the
product is `-1`, which differs from `1`. -/
theorem annihilation_obstructed :
    qi * (-qi) = 1 ∧ qi * rotate qj (-qi) = -1 ∧ (-1 : ℍ[ℝ]) ≠ 1 := by
  refine ⟨?_, ?_, ?_⟩
  · norm_num [Quaternion.ext_iff]
  · norm_num [Quaternion.ext_iff, rotate]
  · intro h
    have e := congrArg (fun x : ℍ[ℝ] => x.re) h
    norm_num at e

end

end QuaternionNodeCharges
```

```lean
#print axioms QuaternionNodeCharges.qk_components
#print axioms QuaternionNodeCharges.IsFrameHolonomy.mul
#print axioms QuaternionNodeCharges.braided_pair
#print axioms QuaternionNodeCharges.annihilation_obstructed
```

```
'QuaternionNodeCharges.qk_components' depends on axioms: [propext, Classical.choice, Quot.sound]
'QuaternionNodeCharges.IsFrameHolonomy.mul' depends on axioms: [propext, Classical.choice, Quot.sound]
'QuaternionNodeCharges.braided_pair' depends on axioms: [propext, Classical.choice, Quot.sound]
'QuaternionNodeCharges.annihilation_obstructed' depends on axioms: [propext, Classical.choice, Quot.sound]
```
